# Squared-exponential covariance matrices are positive semidefinite for \(\gamma\ge 0\)

A descriptor is taken here to be a vector in \(\mathbb R^n\) with its Euclidean norm, and a data set is a finite indexed family of such vectors, so the same descriptor may occur more than once. The covariance of two descriptors depends only on their distance, through one parameter \(\gamma\).

In Lean 4 with Mathlib:

```lean
import Mathlib

open Matrix

namespace SquaredExponentialKernel

noncomputable section

variable {n : ℕ} {ι : Type*} [Fintype ι]

/-- The squared-exponential covariance `exp(-γ ‖x - y‖²)` of two descriptor vectors. -/
def seKernel (γ : ℝ) (x y : EuclideanSpace ℝ (Fin n)) : ℝ :=
  Real.exp (-γ * ‖x - y‖ ^ 2)

/-- The covariance matrix of a finite family of descriptor vectors. -/
def seMatrix {ι : Type*} (γ : ℝ) (x : ι → EuclideanSpace ℝ (Fin n)) : Matrix ι ι ℝ :=
  Matrix.of fun a b => seKernel γ (x a) (x b)

/-- The covariance does not depend on the order of the two descriptors. -/
theorem seKernel_comm (γ : ℝ) (x y : EuclideanSpace ℝ (Fin n)) :
    seKernel γ x y = seKernel γ y x := by
  unfold seKernel
  rw [norm_sub_rev]

/-- For every natural number `k`, the `k`-th power of the inner-product kernel has a nonnegative
quadratic form on every finite family of descriptors. -/
theorem gram_pow_nonneg (x : ι → EuclideanSpace ℝ (Fin n)) (k : ℕ) (c : ι → ℝ) :
    0 ≤ ∑ a, ∑ b, c a * c b * (inner ℝ (x a) (x b)) ^ k := by
  induction k generalizing c with
  | zero =>
    simp only [pow_zero, mul_one]
    rw [← Finset.sum_mul_sum]
    exact mul_self_nonneg _
  | succ k ih =>
    -- expand one inner product in coordinates and absorb it into the coefficients
    have h : ∑ i, ∑ a, ∑ b, (c a * x a i) * (c b * x b i) * (inner ℝ (x a) (x b)) ^ k
        = ∑ a, ∑ b, c a * c b * (inner ℝ (x a) (x b)) ^ (k + 1) := by
      rw [Finset.sum_comm]
      refine Finset.sum_congr rfl fun a _ => ?_
      rw [Finset.sum_comm]
      refine Finset.sum_congr rfl fun b _ => ?_
      have hs : inner ℝ (x a) (x b) = ∑ i, x a i * x b i := by
        simp [PiLp.inner_apply, mul_comm]
      calc ∑ i, (c a * x a i) * (c b * x b i) * (inner ℝ (x a) (x b)) ^ k
          = c a * c b * (inner ℝ (x a) (x b)) ^ k * ∑ i, x a i * x b i := by
            rw [Finset.mul_sum]
            exact Finset.sum_congr rfl fun i _ => by ring
        _ = c a * c b * (inner ℝ (x a) (x b)) ^ (k + 1) := by
            rw [← hs]
            ring
    rw [← h]
    exact Finset.sum_nonneg fun i _ => ih fun a => c a * x a i

/-- For `t ≥ 0` the exponential kernel `exp(t ⟨x, y⟩)` has a nonnegative quadratic form. -/
theorem exp_gram_nonneg {t : ℝ} (ht : 0 ≤ t) (x : ι → EuclideanSpace ℝ (Fin n))
    (c : ι → ℝ) :
    0 ≤ ∑ a, ∑ b, c a * c b * Real.exp (t * inner ℝ (x a) (x b)) := by
  have hexp (s : ℝ) : HasSum (fun k : ℕ => s ^ k / (Nat.factorial k : ℝ)) (Real.exp s) := by
    have h := (Real.summable_pow_div_factorial s).hasSum
    rwa [Real.exp_eq_exp_ℝ, NormedSpace.exp_eq_tsum_div]
  -- the quadratic form is the limit of its power-series expansion
  have hs : HasSum
      (fun k : ℕ => ∑ a, ∑ b,
        c a * c b * ((t * inner ℝ (x a) (x b)) ^ k / (Nat.factorial k : ℝ)))
      (∑ a, ∑ b, c a * c b * Real.exp (t * inner ℝ (x a) (x b))) :=
    hasSum_sum fun a _ => hasSum_sum fun b _ => (hexp _).mul_left _
  rw [← hs.tsum_eq]
  refine tsum_nonneg fun k => ?_
  have hk : ∑ a, ∑ b, c a * c b * ((t * inner ℝ (x a) (x b)) ^ k / (Nat.factorial k : ℝ))
      = t ^ k / (Nat.factorial k : ℝ)
        * ∑ a, ∑ b, c a * c b * (inner ℝ (x a) (x b)) ^ k := by
    simp only [Finset.mul_sum]
    refine Finset.sum_congr rfl fun a _ => Finset.sum_congr rfl fun b _ => ?_
    rw [mul_pow]
    ring
  rw [hk]
  exact mul_nonneg (by positivity) (gram_pow_nonneg x k c)

/-- The squared-exponential kernel is the exponential kernel `exp(2γ ⟨x, y⟩)` times one
Gaussian factor for each descriptor. -/
theorem seKernel_factor (γ : ℝ) (x y : EuclideanSpace ℝ (Fin n)) :
    seKernel γ x y = Real.exp (-γ * ‖x‖ ^ 2) * Real.exp (-γ * ‖y‖ ^ 2)
      * Real.exp (2 * γ * inner ℝ x y) := by
  unfold seKernel
  rw [← Real.exp_add, ← Real.exp_add, norm_sub_sq_real]
  congr 1
  ring

/-- For `γ ≥ 0` the quadratic form of the squared-exponential kernel is nonnegative on every
finite family of descriptors. -/
theorem seKernel_quadratic_nonneg {γ : ℝ} (hγ : 0 ≤ γ)
    (x : ι → EuclideanSpace ℝ (Fin n)) (c : ι → ℝ) :
    0 ≤ ∑ a, ∑ b, c a * c b * seKernel γ (x a) (x b) := by
  -- the one-point Gaussian factors rescale the coefficients
  have h := exp_gram_nonneg (t := 2 * γ) (by positivity) x
    (fun a => c a * Real.exp (-γ * ‖x a‖ ^ 2))
  refine h.trans_eq (Finset.sum_congr rfl fun a _ => Finset.sum_congr rfl fun b _ => ?_)
  rw [seKernel_factor]
  ring

/-- For `γ ≥ 0` the squared-exponential covariance matrix of any finite family of descriptor
vectors is positive semidefinite. -/
theorem seMatrix_posSemidef {γ : ℝ} (hγ : 0 ≤ γ) (x : ι → EuclideanSpace ℝ (Fin n)) :
    (seMatrix γ x).PosSemidef := by
  refine Matrix.PosSemidef.of_dotProduct_mulVec_nonneg ?_ fun c => ?_
  · ext a b
    simp [seMatrix, seKernel_comm γ (x b) (x a)]
  · refine (seKernel_quadratic_nonneg hγ x c).trans_eq ?_
    simp only [dotProduct, Matrix.mulVec, Finset.mul_sum, star_trivial]
    refine Finset.sum_congr rfl fun a _ => Finset.sum_congr rfl fun b _ => ?_
    simp only [seMatrix, Matrix.of_apply]
    ring

/-- For two distinct descriptors the covariance matrix is positive semidefinite exactly when
`γ ≥ 0`. -/
theorem seMatrix_pair_posSemidef_iff (γ : ℝ) {x y : EuclideanSpace ℝ (Fin n)} (hxy : x ≠ y) :
    (seMatrix γ ![x, y]).PosSemidef ↔ 0 ≤ γ := by
  refine ⟨fun h => ?_, fun hγ => seMatrix_posSemidef hγ _⟩
  by_contra hneg
  have hd : 0 < ‖x - y‖ := norm_pos_iff.mpr (sub_ne_zero.mpr hxy)
  have hbig : 1 < seKernel γ x y :=
    Real.one_lt_exp_iff.mpr (mul_pos (by linarith) (pow_pos hd 2))
  have hself (z : EuclideanSpace ℝ (Fin n)) : seKernel γ z z = 1 := by simp [seKernel]
  -- the difference of the two points is a direction of negative variance
  have hq := h.dotProduct_mulVec_nonneg ![1, -1]
  simp [seMatrix, dotProduct, Matrix.mulVec, Fin.sum_univ_two, hself,
    seKernel_comm γ y x] at hq
  linarith

/-- For `γ ≥ 0`, adding a noise variance `σ²` with `σ ≠ 0` to the diagonal makes the covariance
matrix positive definite. -/
theorem noisy_seMatrix_posDef [DecidableEq ι] {γ σ : ℝ} (hγ : 0 ≤ γ) (hσ : σ ≠ 0)
    (x : ι → EuclideanSpace ℝ (Fin n)) :
    (seMatrix γ x + σ ^ 2 • (1 : Matrix ι ι ℝ)).PosDef := by
  have h1 : (σ ^ 2 • (1 : Matrix ι ι ℝ)).PosDef := Matrix.PosDef.one.smul (by positivity)
  rw [add_comm]
  exact h1.add_posSemidef (seMatrix_posSemidef hγ x)

/-- Let `γ ≥ 0` and let the weights `w` solve the regression equations for a test descriptor `z`.
Then the Gaussian-process predictive variance at `z` is nonnegative. -/
theorem predictive_variance_nonneg [DecidableEq ι] {γ σ : ℝ} (hγ : 0 ≤ γ)
    (x : ι → EuclideanSpace ℝ (Fin n)) (z : EuclideanSpace ℝ (Fin n)) (w : ι → ℝ)
    (hw : (seMatrix γ x + σ ^ 2 • (1 : Matrix ι ι ℝ)) *ᵥ w = fun a => seKernel γ (x a) z) :
    0 ≤ seKernel γ z z - w ⬝ᵥ (fun a => seKernel γ (x a) z) := by
  -- quadratic form on the training set enlarged by the test point
  have h := seKernel_quadratic_nonneg hγ (fun o : Option ι => o.elim z x)
    (fun o => o.elim 1 (fun a => -w a))
  simp only [Fintype.sum_option, Option.elim_none, Option.elim_some,
    Finset.sum_add_distrib] at h
  have e1 : ∑ b, 1 * -w b * seKernel γ z (x b) = -∑ a, w a * seKernel γ (x a) z := by
    rw [← Finset.sum_neg_distrib]
    exact Finset.sum_congr rfl fun b _ => by rw [seKernel_comm γ z (x b)]; ring
  have e2 : ∑ a, -w a * 1 * seKernel γ (x a) z = -∑ a, w a * seKernel γ (x a) z := by
    rw [← Finset.sum_neg_distrib]
    exact Finset.sum_congr rfl fun a _ => by ring
  -- contract the regression equations with the weights
  have e3 : ∑ a, w a * seKernel γ (x a) z
      = ∑ a, ∑ b, -w a * -w b * seKernel γ (x a) (x b) + ∑ a, σ ^ 2 * w a ^ 2 := by
    rw [← Finset.sum_add_distrib]
    refine Finset.sum_congr rfl fun a _ => ?_
    have ha : ∑ b, seKernel γ (x a) (x b) * w b + σ ^ 2 * w a = seKernel γ (x a) z := by
      rw [← congrFun hw a, Matrix.add_mulVec, Matrix.smul_mulVec, Matrix.one_mulVec]
      rfl
    rw [← ha, mul_add, Finset.mul_sum]
    congr 1
    · exact Finset.sum_congr rfl fun b _ => by ring
    · ring
  have hn : 0 ≤ ∑ a, σ ^ 2 * w a ^ 2 := Finset.sum_nonneg fun a _ => by positivity
  rw [e1, e2] at h
  simp only [dotProduct]
  linarith

end

end SquaredExponentialKernel
```

```lean
#print axioms SquaredExponentialKernel.seMatrix_posSemidef
#print axioms SquaredExponentialKernel.seMatrix_pair_posSemidef_iff
#print axioms SquaredExponentialKernel.noisy_seMatrix_posDef
#print axioms SquaredExponentialKernel.predictive_variance_nonneg
```

```
'SquaredExponentialKernel.seMatrix_posSemidef' depends on axioms: [propext, Classical.choice, Quot.sound]
'SquaredExponentialKernel.seMatrix_pair_posSemidef_iff' depends on axioms: [propext, Classical.choice, Quot.sound]
'SquaredExponentialKernel.noisy_seMatrix_posDef' depends on axioms: [propext, Classical.choice, Quot.sound]
'SquaredExponentialKernel.predictive_variance_nonneg' depends on axioms: [propext, Classical.choice, Quot.sound]
```

## Descriptors, covariances and noise

In the simple Gaussian-process model of a potential-energy surface considered here, a descriptor \(x\) encodes a whole atomic configuration, each training energy belongs to one configuration, and the kernel

\[
\kappa(x,y)=e^{-\gamma\|x-y\|^2}
\]

is the prior covariance of the energies of two configurations. This is `seKernel`. The prior variance \(\kappa(x,x)\) is 1, which fixes the unit of energy, and \(\gamma=1/(2\ell^2)\) corresponds to a length scale \(\ell\) in descriptor space.

The data set is a function `x : ι → EuclideanSpace ℝ (Fin n)` on a finite type `ι`, and `seMatrix γ x` is the matrix \(K_{ab}=\kappa(x_a,x_b)\). The theorem `seMatrix_posSemidef` says that for \(\gamma\ge0\) this matrix is symmetric and satisfies \(\sum_{a,b}c_ac_bK_{ab}\ge0\) for all real coefficients \(c_a\). The sum is the prior variance of the combination \(\sum_a c_a E(x_a)\) of energies \(E\), so a negative value would be meaningless.

Three further theorems concern the use of this matrix:

- `seMatrix_pair_posSemidef_iff`: for two distinct descriptors, \(K\) is positive semidefinite exactly when \(\gamma\ge0\).
- `noisy_seMatrix_posDef`: for \(\gamma\ge0\) and \(\sigma\ne0\), the matrix \(K+\sigma^2 I\) is positive definite. The number \(\sigma^2\) stands for independent noise of equal variance in the training energies.
- `predictive_variance_nonneg`: let \(z\) be a test descriptor, put \(v_a=\kappa(x_a,z)\), and let \(w\) solve \((K+\sigma^2I)w=v\). For \(\gamma\ge0\), the predictive variance \(\kappa(z,z)-w\cdot v\) is nonnegative. It is the variance that remains for the noise-free energy at \(z\) once the training energies are given.

The last theorem takes the equation for \(w\) as the hypothesis `hw` and also allows \(\sigma=0\). When \(\sigma\ne0\), positive definiteness ensures that there is exactly one such \(w\).

For regression on energies with this isotropic one-parameter kernel and \(\gamma\ge0\), the noisy training equations are therefore uniquely solvable and the predicted variance has the right sign. The statements concern real numbers, not rounded ones. Conditioning, training on forces or on sums of local energies, and the quality of the descriptors are not treated here.

## From Gram powers to the Gaussian kernel

**Powers of the inner product.** For a natural number \(k\), let

\[
Q_k(c)=\sum_{a,b}c_ac_b\langle x_a,x_b\rangle^k .
\]

For \(k=0\) every power is 1, and \(Q_0(c)=(\sum_a c_a)^2\ge0\). For the next power, write one factor as \(\langle x_a,x_b\rangle=\sum_i x_{a,i}x_{b,i}\). Then

\[
Q_{k+1}(c)=\sum_i\sum_{a,b}(c_ax_{a,i})(c_bx_{b,i})\langle x_a,x_b\rangle^k=\sum_i Q_k(c^{(i)}),\qquad c^{(i)}_a=c_ax_{a,i}.
\]

Each term is nonnegative by induction. Since the coefficients change from step to step, `gram_pow_nonneg` uses `induction k generalizing c`; its equation `h` is the display above.

**The exponential.** For \(t\ge0\), the exponential series gives

\[
\sum_{a,b}c_ac_be^{t\langle x_a,x_b\rangle}=\sum_{k=0}^\infty\frac{t^k}{k!}\,Q_k(c)\ge0 .
\]

In `exp_gram_nonneg`, `hexp` supplies the series, `hasSum_sum` carries it through the finite double sum, `hk` takes out the factor \(t^k/k!\), and `tsum_nonneg` concludes.

**One factor per descriptor.** From \(\|x-y\|^2=\|x\|^2+\|y\|^2-2\langle x,y\rangle\) follows `seKernel_factor`:

\[
\kappa(x,y)=e^{-\gamma\|x\|^2}\,e^{-\gamma\|y\|^2}\,e^{2\gamma\langle x,y\rangle}.
\]

With \(c'_a=c_ae^{-\gamma\|x_a\|^2}\), the quadratic form of \(\kappa\) is that of \(e^{2\gamma\langle x,y\rangle}\) at \(c'\), so the previous step with \(t=2\gamma\) applies. This is `seKernel_quadratic_nonneg`. To reach `seMatrix_posSemidef`, only the symmetry from `seKernel_comm` and the translation into matrix notation remain.

## Noise and the predictive variance

Let \(\gamma\ge0\) throughout this section. For \(c\ne0\) and \(\sigma\ne0\),

\[
c^{T}(K+\sigma^2I)c\ge\sigma^2\|c\|^2>0 .
\]

The code obtains this by adding the positive definite matrix \(\sigma^2I\) to a positive semidefinite one, with `add_posSemidef`.

For the predictive variance, enlarge the training set by \(z\), and give \(z\) the coefficient 1 and each \(x_a\) the coefficient \(-w_a\). The enlarged index type is `Option ι`, where `none` labels the test point. The quadratic form gives

\[
0\le\kappa(z,z)-2\,w\cdot v+w^{T}Kw ,
\]

where `e1` and `e2` identify the two equal cross terms. Multiplying the regression equations by \(w\) gives `e3`, which reads \(w\cdot v=w^{T}Kw+\sigma^2\|w\|^2\). Hence

\[
\kappa(z,z)-w\cdot v=\bigl(\kappa(z,z)-2\,w\cdot v+w^{T}Kw\bigr)+\sigma^2\|w\|^2\ge0 ,
\]

which is the final `linarith`.

## Three points on a line

Take \(n=1\), \(\gamma=\ln2\), training descriptors 0 and 2, and the test descriptor 1. Then \(\kappa=2^{-d^2}\) at distance \(d\), so

\[
K=\begin{pmatrix}1&1/16\\1/16&1\end{pmatrix},\qquad v=\begin{pmatrix}1/2\\1/2\end{pmatrix}.
\]

With \(\sigma^2=7/16\), each row of \(K+\sigma^2I\) sums to \(3/2\), so \(w=(1/3,1/3)\). The predictive variance is \(1-w\cdot v=1-1/3=2/3\), reduced from the prior value 1.

## Negative \(\gamma\) and missing noise

Let \(\gamma=-\ln2\), with descriptors 0 and 1. Now

\[
K=\begin{pmatrix}1&2\\2&1\end{pmatrix},
\]

and \(c=(1,-1)\) gives \(2-4=-2\). The same vector settles every pair \(x\ne y\) with \(\gamma<0\): the form equals \(2-2\kappa(x,y)\), and \(\kappa(x,y)>1\). This is how `seMatrix_pair_posSemidef_iff` excludes negative \(\gamma\).

If \(\sigma=0\), positive definiteness can fail through a repeated descriptor. Two equal descriptors make all four entries of \(K\) equal to 1, and \(c=(1,-1)\) gives zero.
